# The two-centre Runge-Lenz invariant is constant along collision-free classical orbits

An electron attracted by two fixed centres with inverse-square forces may run into one of them after a finite time, so a statement about its orbit must say at which times the equation of motion holds. Here position and velocity are functions on the whole real line, but Newton's equation is required only at times in a set \(J\). At times outside \(J\) the equation is not required. The conservation law then compares two times in \(J\), provided that \(J\) is an interval.

The model is classical: one electron, with nuclei clamped at \(a\) and \(-a\). For H₂⁺ with clamped nuclei in three dimensions, the quantum counterpart of this invariant is tied to the separation constant of the electronic Schrödinger equation in prolate spheroidal coordinates.

## Space, forces and orbits

```lean
import Mathlib

open scoped InnerProductSpace

namespace TwoCentreRungeLenz

noncomputable section

variable {E : Type*} [NormedAddCommGroup E] [InnerProductSpace ℝ E]
```

The letter `E` stands for the space in which the electron moves: a real inner product space of any dimension. The notation `⟪x, y⟫_ℝ` is the scalar product \(\langle x,y\rangle\).

```lean
/-- Acceleration of an electron at `r` due to inverse-square centres of strength `p` at `a`
and `q` at `-a`, for `r` different from both centres. -/
def accel (p q : ℝ) (a r : E) : E :=
  (-(p / ‖r - a‖ ^ 3)) • (r - a) - (q / ‖r + a‖ ^ 3) • (r + a)
```

With \(x=r-a\) and \(y=r+a\), this is the acceleration

\[
-\frac{p\,x}{\|x\|^3}-\frac{q\,y}{\|y\|^3}.
\]

The symbol `•` multiplies a vector by a number. The strengths \(p\) and \(q\) are force constants divided by the electron mass; in atomic units they are the two nuclear charges. They may be any real numbers, and a negative value describes repulsion. The force is inverse-square in every dimension.

```lean
/-- The electron has position `r` and velocity `v`, obeys Newton's equation in the field of the
two centres, and meets neither centre, at all times in `J`. -/
structure IsOrbitOn (p q : ℝ) (a : E) (r v : ℝ → E) (J : Set ℝ) : Prop where
  velocity : ∀ t ∈ J, HasDerivAt r (v t) t
  newton : ∀ t ∈ J, HasDerivAt v (accel p q a (r t)) t
  off_first : ∀ t ∈ J, r t - a ≠ 0
  off_second : ∀ t ∈ J, r t + a ≠ 0
```

`IsOrbitOn` collects four conditions for each \(t\in J\): \(r'=v\), \(v'\) equals the acceleration above, \(x\neq0\) and \(y\neq0\). The expression `HasDerivAt r (v t) t` says that \(r\) is differentiable at \(t\) with derivative \(v(t)\). The derivative is two-sided, also at an endpoint that belongs to \(J\). The conservation theorems take such an orbit as given; its existence for arbitrary initial data is not proved here.

```lean
/-- The two-centre Runge-Lenz invariant as a function of position `r` and velocity `v`,
for `r` different from both centres `a` and `-a`. -/
def invariant (p q : ℝ) (a r v : E) : ℝ :=
  ⟪r - a, r + a⟫_ℝ * ⟪v, v⟫_ℝ - ⟪r - a, v⟫_ℝ * ⟪r + a, v⟫_ℝ
    - 2 * p * (⟪a, r - a⟫_ℝ / ‖r - a‖) + 2 * q * (⟪a, r + a⟫_ℝ / ‖r + a‖)
```

This is a function of one position and one velocity, with no reference to time:

\[
I=\langle x,y\rangle\langle v,v\rangle-\langle x,v\rangle\langle y,v\rangle
-2p\,\frac{\langle a,x\rangle}{\|x\|}+2q\,\frac{\langle a,y\rangle}{\|y\|}.
\]

It is a scalar, whereas the Runge-Lenz quantity of the Kepler problem is a vector. The limit \(q=0\) shows the connection. Substituting \(y=x+2a\) gives

\[
I=\|x\|^2\|v\|^2-\langle x,v\rangle^2+2\langle a,A\rangle,\qquad
A=\|v\|^2x-\langle x,v\rangle v-\frac{p\,x}{\|x\|},
\]

where \(A\) is the Runge-Lenz vector about the remaining centre for a particle of unit mass. This expansion is computed by hand and is not among the Lean theorems.

## How a distance and a projection change

```lean
/-- The length of a nonzero moving vector `x` changes at the rate `⟨x, x'⟩ / ‖x‖`. -/
theorem hasDerivAt_distance {x : ℝ → E} {w : E} {t : ℝ}
    (hx : HasDerivAt x w t) (h0 : x t ≠ 0) :
    HasDerivAt (fun s => ‖x s‖) (⟪x t, w⟫_ℝ / ‖x t‖) t := by
  have h := (hx.inner ℝ hx).sqrt (inner_self_ne_zero.mpr h0)
  simp only [real_inner_self_eq_norm_sq, Real.sqrt_sq (norm_nonneg _)] at h
  refine h.congr_deriv ?_
  rw [real_inner_comm (x t) w, ← two_mul, mul_div_mul_left _ _ two_ne_zero]
```

In this lemma and the next, \(x\) is any moving vector that is nonzero at time \(t\), and \(w\) is its derivative there. Since \(\|x\|=\sqrt{\langle x,x\rangle}\), the chain rule gives

\[
\frac{d}{dt}\|x\|=\frac{2\langle x,w\rangle}{2\|x\|}=\frac{\langle x,w\rangle}{\|x\|}.
\]

The Lean proof does the same: `hx.inner ℝ hx` differentiates the scalar product, and `.sqrt` applies the chain rule. The step `congr_deriv` exchanges the derivative found for the one stated, once the two are shown to be equal.

```lean
/-- Rate of change of the projection of a fixed vector `a` on the direction of a nonzero
moving vector `x`. -/
theorem hasDerivAt_projection (a : E) {x : ℝ → E} {w : E} {t : ℝ}
    (hx : HasDerivAt x w t) (h0 : x t ≠ 0) :
    HasDerivAt (fun s => ⟪a, x s⟫_ℝ / ‖x s‖)
      (⟪a, w⟫_ℝ / ‖x t‖ - ⟪a, x t⟫_ℝ * ⟪x t, w⟫_ℝ / ‖x t‖ ^ 3) t := by
  have hn : ‖x t‖ ≠ 0 := norm_ne_zero_iff.mpr h0
  refine (((hasDerivAt_const t a).inner ℝ hx).fun_div
    (hasDerivAt_distance hx h0) hn).congr_deriv ?_
  rw [inner_zero_left, add_zero]
  field_simp
```

For a fixed vector \(a\), the quotient rule and the previous lemma give

\[
\frac{d}{dt}\frac{\langle a,x\rangle}{\|x\|}
=\frac{\langle a,w\rangle\|x\|-\langle a,x\rangle\langle x,w\rangle/\|x\|}{\|x\|^2}
=\frac{\langle a,w\rangle}{\|x\|}-\frac{\langle a,x\rangle\langle x,w\rangle}{\|x\|^3}.
\]

The tactic `field_simp` carries out the last simplification.

## The forces cancel the change of the projections

```lean
/-- At any instant at which the electron obeys Newton's equation and is at neither centre,
the two-centre invariant has zero rate of change. -/
theorem hasDerivAt_invariant {p q : ℝ} {a : E} {r v : ℝ → E} {t : ℝ}
    (hr : HasDerivAt r (v t) t) (hv : HasDerivAt v (accel p q a (r t)) t)
    (hx : r t - a ≠ 0) (hy : r t + a ≠ 0) :
    HasDerivAt (fun s => invariant p q a (r s) (v s)) 0 t := by
  have hX : HasDerivAt (fun s => r s - a) (v t) t := hr.sub_const a
  have hY : HasDerivAt (fun s => r s + a) (v t) t := hr.add_const a
  have hx0 : ‖r t - a‖ ≠ 0 := norm_ne_zero_iff.mpr hx
  have hy0 : ‖r t + a‖ ≠ 0 := norm_ne_zero_iff.mpr hy
  refine (((((hX.inner ℝ hY).fun_mul (hv.inner ℝ hv)).fun_sub
    ((hX.inner ℝ hv).fun_mul (hY.inner ℝ hv))).fun_sub
    ((hasDerivAt_projection a hX hx).const_mul (2 * p))).fun_add
    ((hasDerivAt_projection a hY hy).const_mul (2 * q))).congr_deriv ?_
  -- the two position vectors differ by the fixed vector `2a`
  have e1 : ⟪a, r t - a⟫_ℝ = (⟪r t - a, r t + a⟫_ℝ - ‖r t - a‖ ^ 2) / 2 := by
    rw [← real_inner_self_eq_norm_sq]
    simp only [inner_sub_left, inner_sub_right, inner_add_right]
    rw [real_inner_comm a (r t)]
    ring
  have e2 : ⟪a, r t + a⟫_ℝ = (‖r t + a‖ ^ 2 - ⟪r t - a, r t + a⟫_ℝ) / 2 := by
    rw [← real_inner_self_eq_norm_sq]
    simp only [inner_sub_left, inner_add_left, inner_add_right]
    ring
  have e3 : ⟪r t + a, v t⟫_ℝ = ⟪r t - a, v t⟫_ℝ + 2 * ⟪a, v t⟫_ℝ := by
    simp only [inner_sub_left, inner_add_left]
    ring
  have e4 : ∀ (w x y : E) (c d : ℝ),
      ⟪w, c • x - d • y⟫_ℝ = c * ⟪w, x⟫_ℝ - d * ⟪w, y⟫_ℝ := by
    intro w x y c d
    rw [inner_sub_right, real_inner_smul_right, real_inner_smul_right]
  have e5 : ∀ (w x y : E) (c d : ℝ),
      ⟪c • x - d • y, w⟫_ℝ = c * ⟪x, w⟫_ℝ - d * ⟪y, w⟫_ℝ := by
    intro w x y c d
    rw [inner_sub_left, real_inner_smul_left, real_inner_smul_left]
  -- insert the forces and reduce to independent scalar products
  simp only [accel, e4, e5]
  rw [real_inner_comm (r t - a) (v t), real_inner_comm (r t + a) (v t),
    real_inner_comm (r t - a) (r t + a), real_inner_self_eq_norm_sq (r t - a),
    real_inner_self_eq_norm_sq (r t + a), e1, e2, e3]
  field_simp
  ring
```

The theorem concerns a single instant: if the electron obeys Newton's equation there and is at neither centre, then \(I'=0\).

Return to \(x=r-a\) and \(y=r+a\), so that \(x'=y'=v\), and let \(K=\langle x,y\rangle\langle v,v\rangle-\langle x,v\rangle\langle y,v\rangle\) be the kinetic part. The product rule gives

\[
\begin{aligned}
K'={}&(\langle v,y\rangle+\langle x,v\rangle)\langle v,v\rangle+2\langle x,y\rangle\langle v,v'\rangle\\
&-(\langle v,v\rangle+\langle x,v'\rangle)\langle y,v\rangle-\langle x,v\rangle(\langle v,v\rangle+\langle y,v'\rangle).
\end{aligned}
\]

The terms with \(\langle v,v\rangle\) cancel, which leaves

\[
K'=2\langle x,y\rangle\langle v,v'\rangle-\langle x,v'\rangle\langle y,v\rangle-\langle x,v\rangle\langle y,v'\rangle.
\]

The first centre contributes \(-p\,x/\|x\|^3\) to \(v'\), and hence to \(K'\)

\[
-\frac{p}{\|x\|^3}\bigl(\langle x,y\rangle\langle x,v\rangle-\|x\|^2\langle y,v\rangle\bigr).
\]

Now put \(y=x+2a\). The bracket becomes \(2\langle a,x\rangle\langle x,v\rangle-2\|x\|^2\langle a,v\rangle\), and the contribution is

\[
2p\left(\frac{\langle a,v\rangle}{\|x\|}-\frac{\langle a,x\rangle\langle x,v\rangle}{\|x\|^3}\right)
=2p\,\frac{d}{dt}\frac{\langle a,x\rangle}{\|x\|}.
\]

The second centre contributes

\[
-\frac{q}{\|y\|^3}\bigl(\langle x,y\rangle\langle y,v\rangle-\|y\|^2\langle x,v\rangle\bigr)
=-2q\,\frac{d}{dt}\frac{\langle a,y\rangle}{\|y\|},
\]

this time with \(x=y-2a\). The two projection terms in \(I\) have exactly the opposite rates, so \(I'=0\).

In Lean, the long `refine` assembles the derivative of \(I\) from the product rule and the projection lemma. The auxiliary equations `e1`, `e2` and `e3` express \(y=x+2a\) through scalar products, while `e4` and `e5` expand scalar products with the acceleration. After these substitutions `field_simp` clears the denominators and `ring` verifies the remaining polynomial identity.

## Constancy on an interval

```lean
/-- Along an orbit in the field of two fixed inverse-square centres that meets neither centre
during a time interval `J`, the two-centre Runge-Lenz invariant has the same value at any two
times in `J`. -/
theorem invariant_conserved {p q : ℝ} {a : E} {r v : ℝ → E} {J : Set ℝ}
    (h : IsOrbitOn p q a r v J) (hJ : Convex ℝ J) {s t : ℝ} (hs : s ∈ J) (ht : t ∈ J) :
    invariant p q a (r s) (v s) = invariant p q a (r t) (v t) := by
  have hb := hJ.norm_image_sub_le_of_norm_hasDerivWithin_le
    (f := fun u => invariant p q a (r u) (v u)) (f' := fun _ => (0 : ℝ)) (C := 0)
    (fun u hu => (hasDerivAt_invariant (h.velocity u hu) (h.newton u hu)
      (h.off_first u hu) (h.off_second u hu)).hasDerivWithinAt)
    (fun _ _ => by simp) hs ht
  rw [zero_mul] at hb
  exact (sub_eq_zero.mp (norm_le_zero_iff.mp hb)).symm
```

This is the conservation law: \(I\) has the same value at any two times \(s,t\in J\). A convex set of real numbers is an interval, possibly unbounded. By the mean value inequality, a function whose derivative is bounded by \(C\) on \(J\) changes by at most \(C|t-s|\). Here \(C=0\), so the change vanishes.

For an arbitrary set \(J\) the statement is false. Take \(p=q=0\), \(a=0\), orthonormal vectors \(e,f\), and \(J=(0,1)\cup(2,3)\). Let the electron rest at \(e\) during the first interval and move as \(r(t)=e+tf\) during the second. All four orbit conditions hold on \(J\), but \(I=0\) on the first interval and \(I=(1+t^2)-t^2=1\) on the second.

## The midpoint form and the united atom

```lean
/-- The invariant written about the midpoint of the centres: its kinetic part is the squared
angular momentum `‖r‖²‖v‖² - ⟨r,v⟩²` minus the same expression with `a` in place of `r`. -/
theorem invariant_eq_midpoint (p q : ℝ) (a r v : E) :
    invariant p q a r v =
      (‖r‖ ^ 2 * ‖v‖ ^ 2 - ⟪r, v⟫_ℝ ^ 2) - (‖a‖ ^ 2 * ‖v‖ ^ 2 - ⟪a, v⟫_ℝ ^ 2)
        - 2 * p * (⟪a, r - a⟫_ℝ / ‖r - a‖) + 2 * q * (⟪a, r + a⟫_ℝ / ‖r + a‖) := by
  have h1 : ⟪r - a, r + a⟫_ℝ = ‖r‖ ^ 2 - ‖a‖ ^ 2 := by
    simp only [inner_sub_left, inner_add_right, real_inner_self_eq_norm_sq]
    rw [real_inner_comm a r]
    ring
  rw [invariant, h1, inner_sub_left, inner_add_left, real_inner_self_eq_norm_sq]
  ring
```

Seen from the midpoint, \(\langle x,y\rangle=\|r\|^2-\|a\|^2\) and \(\langle x,v\rangle\langle y,v\rangle=\langle r,v\rangle^2-\langle a,v\rangle^2\). Therefore

\[
K=\bigl(\|r\|^2\|v\|^2-\langle r,v\rangle^2\bigr)-\bigl(\|a\|^2\|v\|^2-\langle a,v\rangle^2\bigr).
\]

In three dimensions the first bracket is \(\|r\times v\|^2\), the squared angular momentum divided by the square of the mass. The Lean proof establishes the first identity as `h1`, expands the other products and finishes with `ring`.

```lean
/-- United-atom case: when both centres sit at the origin, the squared angular momentum is the
same at any two times of an interval during which the orbit avoids the origin. -/
theorem united_atom_angular_momentum {p q : ℝ} {r v : ℝ → E} {J : Set ℝ}
    (h : IsOrbitOn p q 0 r v J) (hJ : Convex ℝ J) {s t : ℝ} (hs : s ∈ J) (ht : t ∈ J) :
    ‖r s‖ ^ 2 * ‖v s‖ ^ 2 - ⟪r s, v s⟫_ℝ ^ 2 = ‖r t‖ ^ 2 * ‖v t‖ ^ 2 - ⟪r t, v t⟫_ℝ ^ 2 := by
  have hc := invariant_conserved h hJ hs ht
  rw [invariant_eq_midpoint, invariant_eq_midpoint] at hc
  simpa using hc
```

When both centres sit at the origin, \(a=0\) and every term containing \(a\) vanishes. What remains conserved is \(\|r\|^2\|v\|^2-\langle r,v\rangle^2\). The proof rewrites the conservation law in the midpoint form at both times and lets `simpa` remove the zero terms. The theorem concerns the magnitude of the angular momentum, not its direction.

## A circular orbit midway between equal centres

```lean
/-- For two centres of equal strength `p`, uniform circular motion of radius `R > 0` about the
midpoint, in a plane orthogonal to `a`, is an orbit for all times if the angular frequency
satisfies `ω² (R² + ‖a‖²)^(3/2) = 2p`. -/
theorem circular_orbit_witness {p R ω : ℝ} {a e f : E} (hR : 0 < R)
    (he : ‖e‖ = 1) (hf : ‖f‖ = 1) (hef : ⟪e, f⟫_ℝ = 0)
    (hae : ⟪a, e⟫_ℝ = 0) (haf : ⟪a, f⟫_ℝ = 0)
    (hω : ω ^ 2 * √(R ^ 2 + ‖a‖ ^ 2) ^ 3 = 2 * p) :
    IsOrbitOn p p a
      (fun t => (R * Real.cos (ω * t)) • e + (R * Real.sin (ω * t)) • f)
      (fun t => (-(R * ω) * Real.sin (ω * t)) • e + (R * ω * Real.cos (ω * t)) • f)
      Set.univ := by
  have hD : 0 < √(R ^ 2 + ‖a‖ ^ 2) := Real.sqrt_pos.mpr (by positivity)
  have hfe : ⟪f, e⟫_ℝ = 0 := by rw [real_inner_comm, hef]
  -- the electron keeps the same distance from both centres
  have hn : ∀ (t : ℝ) (b : E), ⟪b, e⟫_ℝ = 0 → ⟪b, f⟫_ℝ = 0 →
      ‖(R * Real.cos (ω * t)) • e + (R * Real.sin (ω * t)) • f + b‖
        = √(R ^ 2 + ‖b‖ ^ 2) := by
    intro t b hbe hbf
    have heb : ⟪e, b⟫_ℝ = 0 := by rw [real_inner_comm, hbe]
    have hfb : ⟪f, b⟫_ℝ = 0 := by rw [real_inner_comm, hbf]
    have hsq : ‖(R * Real.cos (ω * t)) • e + (R * Real.sin (ω * t)) • f + b‖ ^ 2
        = R ^ 2 + ‖b‖ ^ 2 := by
      rw [← real_inner_self_eq_norm_sq]
      simp only [inner_add_left, inner_add_right, real_inner_smul_left,
        real_inner_smul_right, real_inner_self_eq_norm_sq e, real_inner_self_eq_norm_sq f,
        real_inner_self_eq_norm_sq b, he, hf, hef, hfe, hbe, hbf, heb, hfb]
      linear_combination R ^ 2 * Real.sin_sq_add_cos_sq (ω * t)
    rw [← hsq, Real.sqrt_sq (norm_nonneg _)]
  have hplus := fun t => hn t a hae haf
  have hminus : ∀ t : ℝ, ‖(R * Real.cos (ω * t)) • e + (R * Real.sin (ω * t)) • f - a‖
      = √(R ^ 2 + ‖a‖ ^ 2) := by
    intro t
    have h := hn t (-a) (by rw [inner_neg_left, hae, neg_zero])
      (by rw [inner_neg_left, haf, neg_zero])
    rwa [norm_neg, ← sub_eq_add_neg] at h
  have hp : p / √(R ^ 2 + ‖a‖ ^ 2) ^ 3 = ω ^ 2 / 2 := by
    rw [div_eq_iff (pow_pos hD 3).ne']
    linarith
  have hl : ∀ t : ℝ, HasDerivAt (fun s => ω * s) ω t := fun t => by
    simpa using (hasDerivAt_id t).const_mul ω
  refine ⟨fun t _ => ?_, fun t _ => ?_, fun t _ => ?_, fun t _ => ?_⟩
  · exact ((((hl t).cos.const_mul R).smul_const e).fun_add
      (((hl t).sin.const_mul R).smul_const f)).congr_deriv (by module)
  · refine ((((hl t).sin.const_mul (-(R * ω))).smul_const e).fun_add
      (((hl t).cos.const_mul (R * ω)).smul_const f)).congr_deriv ?_
    -- the two attractions add up to the centripetal acceleration
    show _ = accel p p a ((R * Real.cos (ω * t)) • e + (R * Real.sin (ω * t)) • f)
    rw [accel, hminus, hplus, hp]
    module
  · exact norm_ne_zero_iff.mp ((hminus t).trans_ne hD.ne')
  · exact norm_ne_zero_iff.mp ((hplus t).trans_ne hD.ne')

end

end TwoCentreRungeLenz
```

This theorem supplies an explicit orbit for all times (`Set.univ`). The vectors \(e\) and \(f\) are orthonormal and orthogonal to \(a\), and

\[
r(t)=R\cos(\omega t)\,e+R\sin(\omega t)\,f,\qquad R>0.
\]

By orthogonality both distances equal \(D=\sqrt{R^2+\|a\|^2}>0\), so the electron meets neither centre. With equal strengths the components of the force along \(a\) cancel:

\[
-\frac{p}{D^3}(r-a)-\frac{p}{D^3}(r+a)=-\frac{2p}{D^3}\,r.
\]

Circular motion has \(r''=-\omega^2r\), and the two agree because \(\omega^2D^3=2p\) is assumed as `hω`.

In the proof, `hminus` and `hplus` give the two distances and `hp` turns the frequency condition into \(p/D^3=\omega^2/2\). The final `refine` opens the four conditions of `IsOrbitOn`. The tactic `module` settles the vector identities in the first two, and \(D\neq0\) settles the last two.

```lean
#print axioms TwoCentreRungeLenz.invariant_conserved
#print axioms TwoCentreRungeLenz.united_atom_angular_momentum
```

```
'TwoCentreRungeLenz.invariant_conserved' depends on axioms: [propext, Classical.choice, Quot.sound]
'TwoCentreRungeLenz.united_atom_angular_momentum' depends on axioms: [propext, Classical.choice, Quot.sound]
```
